# Sum rule balancing the orbital response to an anti-Hermitian generator against the summed commutator expectation

For a finite family of orbitals $\psi_v$ in a complex inner product space, let $Q = 1 - \sum_w |\psi_w\rangle\langle\psi_w|$, and let $W$ be a symmetric and $D$ a skew-symmetric linear operator, both defined on the whole space. With $[W,D] = WD - DW$, the theorem states that $\sum_v \big(2\,\mathrm{Re}\,\langle -QD\psi_v, W\psi_v\rangle + \langle\psi_v, [W,D]\psi_v\rangle\big) = 0$. The first term, summed over $v$, is the first-order change of $\sum_v \langle\psi_v, W\psi_v\rangle$ when each orbital is varied along $-QD\psi_v$, and it cancels the summed commutator term. The orbitals need not be orthonormal or eigenstates of any Hamiltonian, so $Q$ need not be a projection, and the inner products are not divided by squared norms. The proof writes twice the real part as an inner product plus its conjugate, expands both in `h1` and `h2`, and cancels the remaining double sums by exchanging the two orbital indices.

Lean 4 with Mathlib refuses this proof:

```lean
import Mathlib

open scoped InnerProductSpace

namespace ElectronicAcousticSumRule

noncomputable section

variable {E ι A : Type*} [NormedAddCommGroup E] [InnerProductSpace ℂ E] [Fintype ι]

/-- The commutator `[X, Y] = X Y - Y X` of two operators. -/
def comm (X Y : E →ₗ[ℂ] E) : E →ₗ[ℂ] E := X ∘ₗ Y - Y ∘ₗ X

/-- The operator `Q = 1 - ∑ v, |ψ v⟩⟨ψ v|` built from the orbitals `ψ v`. -/
def condProj (ψ : ι → E) : E →ₗ[ℂ] E where
  toFun x := x - ∑ v, ⟪ψ v, x⟫_ℂ • ψ v
  map_add' x y := by
    simp only [inner_add_right, add_smul, Finset.sum_add_distrib]
    abel
  map_smul' c x := by
    simp only [inner_smul_right, mul_smul, smul_sub, Finset.smul_sum, RingHom.id_apply]

variable {ψ : ι → E} {e : ι → ℝ} {H W D D' : E →ₗ[ℂ] E}

/-- Sum rule for a symmetric observable `W`: the response to a rigid translation cancels the
mean commutator of `W` with the gradient, summed over occupied states. -/
theorem electronic_sum_rule (ψ : ι → E) (hW : W.IsSymmetric)
    (hD : ∀ x y, ⟪D x, y⟫_ℂ = -⟪x, D y⟫_ℂ) :
    ∑ v, (((2 * (⟪-condProj ψ (D (ψ v)), W (ψ v)⟫_ℂ).re : ℝ) : ℂ) +
      ⟪ψ v, comm W D (ψ v)⟫_ℂ) = 0 := by
  have hW' : ∀ x y, ⟪W x, y⟫_ℂ = ⟪x, W y⟫_ℂ := hW
  have hQ : ∀ x, condProj ψ x = x - ∑ w, ⟪ψ w, x⟫_ℂ • ψ w := fun _ => rfl
  -- only matrix elements between occupied states survive
  have key : ∀ v, (((2 * (⟪-condProj ψ (D (ψ v)), W (ψ v)⟫_ℂ).re : ℝ) : ℂ) +
      ⟪ψ v, comm W D (ψ v)⟫_ℂ) =
      ∑ w, ⟪ψ w, D (ψ v)⟫_ℂ * ⟪ψ v, W (ψ w)⟫_ℂ -
        ∑ w, ⟪ψ v, D (ψ w)⟫_ℂ * ⟪ψ w, W (ψ v)⟫_ℂ := by
    intro v
    have h0 : ∀ w, ⟪⟪ψ w, D (ψ v)⟫_ℂ • ψ w, W (ψ v)⟫_ℂ =
        -(⟪ψ v, D (ψ w)⟫_ℂ * ⟪ψ w, W (ψ v)⟫_ℂ) := fun w => by
      rw [inner_smul_left, inner_conj_symm, hD, neg_mul]
    have h1 : ⟪-condProj ψ (D (ψ v)), W (ψ v)⟫_ℂ = ⟪ψ v, D (W (ψ v))⟫_ℂ -
        ∑ w, ⟪ψ v, D (ψ w)⟫_ℂ * ⟪ψ w, W (ψ v)⟫_ℂ := by
      rw [hQ, inner_neg_left, inner_sub_left, sum_inner, hD (ψ v) (W (ψ v))]
      simp only [h0, Finset.sum_neg_distrib]
      ring
    have h2 : ⟪W (ψ v), -condProj ψ (D (ψ v))⟫_ℂ = -⟪ψ v, W (D (ψ v))⟫_ℂ +
        ∑ w, ⟪ψ w, D (ψ v)⟫_ℂ * ⟪ψ v, W (ψ w)⟫_ℂ := by
      rw [hQ, inner_neg_right, inner_sub_right, inner_sum]
      simp only [inner_smul_right, hW']
      ring
    have hc : comm W D (ψ v) = W (D (ψ v)) - D (W (ψ v)) := rfl
    rw [← Complex.add_conj, inner_conj_symm, h1, h2, hc, inner_sub_right]
    ring
  -- exchanging the two occupied indices cancels the rest
  rw [Finset.sum_congr rfl (fun v _ => key v), Finset.sum_sub_distrib, sub_eq_zero]
  exact Finset.sum_comm

end

end ElectronicAcousticSumRule
```

Compiling this gives:

```
Try this:
  [apply] ring_nf
  
  The `ring` tactic failed to close the goal. Use `ring_nf` to obtain a normal form.
    
  Note that `ring` works primarily in *commutative* rings. If you have a noncommutative ring, abelian group or module, consider using `noncomm_ring`, `abel` or `module` instead.
Main.lean:48:52: error: unsolved goals
E : Type u_1
ι : Type u_2
inst✝² : NormedAddCommGroup E
inst✝¹ : InnerProductSpace ℂ E
inst✝ : Fintype ι
W D : E →ₗ[ℂ] E
ψ : ι → E
hW : W.IsSymmetric
hD : ∀ (x y : E), ⟪D x, y⟫_ℂ = -⟪x, D y⟫_ℂ
hW' : ∀ (x y : E), ⟪W x, y⟫_ℂ = ⟪x, W y⟫_ℂ
hQ : ∀ (x : E), (condProj ψ) x = x - ∑ w, ⟪ψ w, x⟫_ℂ • ψ w
v : ι
h0 : ∀ (w : ι), ⟪⟪ψ w, D (ψ v)⟫_ℂ • ψ w, W (ψ v)⟫_ℂ = -(⟪ψ v, D (ψ w)⟫_ℂ * ⟪ψ w, W (ψ v)⟫_ℂ)
h1 : ⟪-(condProj ψ) (D (ψ v)), W (ψ v)⟫_ℂ = ⟪ψ v, D (W (ψ v))⟫_ℂ - ∑ w, ⟪ψ v, D (ψ w)⟫_ℂ * ⟪ψ w, W (ψ v)⟫_ℂ
⊢ -⟪ψ v, W (D (ψ v))⟫_ℂ + ∑ x, ⟪ψ v, W (⟪ψ x, D (ψ v)⟫_ℂ • ψ x)⟫_ℂ =
    -⟪ψ v, W (D (ψ v))⟫_ℂ + ∑ x, ⟪ψ x, D (ψ v)⟫_ℂ * ⟪ψ v, W (ψ x)⟫_ℂ
Main.lean:50:17: warning: This simp argument is unused:
  inner_smul_right

Hint: Omit it from the simp argument list.
  [apply] simp only [hW']

Note: This linter can be disabled with `set_option linter.unusedSimpArgs false`
```

Fix (accepted with no message):

```diff
@@ -48,5 +48,5 @@
         ∑ w, ⟪ψ w, D (ψ v)⟫_ℂ * ⟪ψ v, W (ψ w)⟫_ℂ := by
       rw [hQ, inner_neg_right, inner_sub_right, inner_sum]
-      simp only [inner_smul_right, hW']
+      simp only [inner_smul_right, hW', map_smul]
       ring
     have hc : comm W D (ψ v) = W (D (ψ v)) - D (W (ψ v)) := rfl
```

What went wrong. The error is in `h2`. The "Try this" message reports that `ring` could not close the goal, and the unsolved goal shows why: the left-hand sum contains `W (⟪ψ x, D (ψ v)⟫_ℂ • ψ x)`, with the scalar still inside `W`, while the right-hand sum has it as a factor outside the inner product. `ring` does not use the linearity of `W`.

The `simp only` call was meant to extract that scalar with `inner_smul_right`, but `hW'` first moved `W` to the right-hand side of the inner product. The second argument was then `W` applied to a scalar multiple, not itself a scalar multiple, so `inner_smul_right` no longer matched. The warning that this lemma is unused confirms it.

Adding `map_smul` lets `simp only` take the scalar out of `W`, after which `inner_smul_right` can take it out of the inner product. The summands then agree, and `ring` closes the goal.
